# Detailed balance and the unique stationary distribution of Swendsen-Wang dynamics on a finite graph

One way to check that a Swendsen-Wang update keeps a Potts ferromagnet in equilibrium is to write the update as a transition matrix between colourings, although the algorithm passes through a random set of bonds on the way. Here the bonds are summed over, and the uniform recolouring is expressed by counting: for a given set of bonds, the probability of a new configuration is the fraction of cluster colourings that produce it.

```lean
import Mathlib

open Finset

namespace SwendsenWang

noncomputable section

variable {V C : Type*} [Fintype V] [DecidableEq V] [Fintype C] [DecidableEq C]
variable (G : SimpleGraph V) [DecidableRel G.Adj]

/-- The monochromatic edges of a configuration: those whose two ends have the same colour. -/
def monoEdges (σ : V → C) : Finset (Sym2 V) :=
  G.edgeFinset.filter (fun e => (e.map σ).IsDiag)

/-- The Potts weight `(1 - p) ^ (number of edges with unequal end colours)`. -/
def weight (p : ℝ) (σ : V → C) : ℝ :=
  (1 - p) ^ (G.edgeFinset \ monoEdges G σ).card

/-- The probability that exactly the bonds `A` survive when each monochromatic edge of `σ` is kept
independently with probability `p`; meant for sets `A` of monochromatic edges. -/
def bondProb (p : ℝ) (σ : V → C) (A : Finset (Sym2 V)) : ℝ :=
  p ^ A.card * (1 - p) ^ (monoEdges G σ \ A).card

/-- The clusters of a bond set `A`: the connected components of the graph with edges `A`. -/
abbrev Clusters (A : Finset (Sym2 V)) : Type _ :=
  (SimpleGraph.fromEdgeSet (A : Set (Sym2 V))).ConnectedComponent

instance (A : Finset (Sym2 V)) : Finite (Clusters A) :=
  Finite.of_surjective
    (SimpleGraph.fromEdgeSet (A : Set (Sym2 V))).connectedComponentMk
    (fun c => by
      obtain ⟨v, hv⟩ := Quot.exists_rep c
      exact ⟨v, hv⟩)

/-- The configuration in which every site takes the colour given to its cluster. -/
def paint (A : Finset (Sym2 V)) (κ : Clusters A → C) : V → C :=
  fun x => κ ((SimpleGraph.fromEdgeSet (A : Set (Sym2 V))).connectedComponentMk x)

/-- The probability of obtaining `τ` when the clusters of `A` are coloured uniformly at random:
the fraction of cluster colourings that paint `τ`. The set of colours must be nonempty. -/
def recolourProb (A : Finset (Sym2 V)) (τ : V → C) : ℝ :=
  (Nat.card {κ : Clusters A → C // paint A κ = τ} : ℝ) / (Nat.card (Clusters A → C) : ℝ)

/-- The Swendsen-Wang transition probability from `σ` to `τ`: keep bonds, then recolour. -/
def swKernel (p : ℝ) (σ τ : V → C) : ℝ :=
  ∑ A ∈ (monoEdges G σ).powerset, bondProb G p σ A * recolourProb A τ

omit [DecidableEq V] [Fintype C] in
/-- A pair of sites is a monochromatic edge when the sites are adjacent and equally coloured. -/
theorem mem_monoEdges {σ : V → C} {x y : V} :
    s(x, y) ∈ monoEdges G σ ↔ G.Adj x y ∧ σ x = σ y := by
  simp [monoEdges]

omit [DecidableEq V] [Fintype C] in
/-- For a set `A` of edges of the graph, a configuration can be painted cluster by cluster
exactly when all edges in `A` are monochromatic in it. -/
theorem exists_paint_iff {A : Finset (Sym2 V)} (hA : A ⊆ G.edgeFinset) (τ : V → C) :
    (∃ κ : Clusters A → C, paint A κ = τ) ↔ A ⊆ monoEdges G τ := by
  constructor
  · rintro ⟨κ, rfl⟩ e he
    induction e using Sym2.ind with
    | _ x y =>
      refine (mem_monoEdges G).mpr ⟨by simpa using hA he, ?_⟩
      by_cases hxy : x = y
      · rw [hxy]
      have hadj : (SimpleGraph.fromEdgeSet (A : Set (Sym2 V))).Adj x y :=
        (SimpleGraph.fromEdgeSet_adj _).mpr ⟨Finset.mem_coe.mpr he, hxy⟩
      exact congrArg κ (SimpleGraph.ConnectedComponent.sound hadj.reachable)
  · intro h
    -- the colour is constant along every walk of kept bonds
    have hwalk : ∀ x y, (SimpleGraph.fromEdgeSet (A : Set (Sym2 V))).Walk x y → τ x = τ y := by
      intro x y w
      induction w with
      | nil => rfl
      | cons hadj _ ih =>
        have hm := ((SimpleGraph.fromEdgeSet_adj _).mp hadj).1
        exact ((mem_monoEdges G).mp (h (Finset.mem_coe.mp hm))).2.trans ih
    exact ⟨SimpleGraph.ConnectedComponent.lift τ (fun x y w _ => hwalk x y w), rfl⟩

/-- For a set `A` of edges of the graph, recolouring reaches `τ` with probability
`1 / q ^ (number of clusters)` if `A` is monochromatic in `τ`, and never otherwise. -/
theorem recolourProb_eq {A : Finset (Sym2 V)} (hA : A ⊆ G.edgeFinset) (τ : V → C) :
    recolourProb A τ =
      if A ⊆ monoEdges G τ then 1 / (Fintype.card C : ℝ) ^ Nat.card (Clusters A) else 0 := by
  unfold recolourProb
  split_ifs with h
  · obtain ⟨κ, hκ⟩ := (exists_paint_iff G hA τ).mpr h
    -- every cluster contains a site, so the cluster colouring is determined by `τ`
    have hinj : ∀ a b : Clusters A → C, paint A a = paint A b → a = b := by
      intro a b hab
      funext c
      obtain ⟨v, rfl⟩ := Quot.exists_rep c
      exact congrFun hab v
    have hone : Nat.card {κ : Clusters A → C // paint A κ = τ} = 1 :=
      Nat.card_eq_one_iff_unique.mpr
        ⟨⟨fun a b => Subtype.ext (hinj _ _ (a.2.trans b.2.symm))⟩, ⟨⟨κ, hκ⟩⟩⟩
    rw [hone, Nat.card_fun, Nat.card_eq_fintype_card (α := C)]
    push_cast
    rfl
  · have : IsEmpty {κ : Clusters A → C // paint A κ = τ} :=
      ⟨fun k => h ((exists_paint_iff G hA τ).mp ⟨k.1, k.2⟩)⟩
    rw [Nat.card_of_isEmpty, Nat.cast_zero, zero_div]

omit [DecidableEq C] in
/-- With at least one colour, the recolouring probabilities add up to one. -/
theorem sum_recolourProb [Nonempty C] (A : Finset (Sym2 V)) :
    ∑ τ : V → C, recolourProb A τ = 1 := by
  have hcard : ∑ τ : V → C, Nat.card {κ : Clusters A → C // paint A κ = τ}
      = Nat.card (Clusters A → C) := by
    rw [← Nat.card_sigma]
    exact Nat.card_congr (Equiv.sigmaFiberEquiv (paint A))
  have hpos : (Nat.card (Clusters A → C) : ℝ) ≠ 0 := Nat.cast_ne_zero.mpr Nat.card_pos.ne'
  unfold recolourProb
  rw [← Finset.sum_div, ← Nat.cast_sum, hcard, div_self hpos]

omit [Fintype C] in
/-- For bonds `A` that are monochromatic in `σ`, the Potts weight times the bond probability is
`p ^ |A| * (1 - p) ^ |E \ A|`, whatever the configuration `σ`. -/
theorem weight_mul_bondProb (p : ℝ) {σ : V → C} {A : Finset (Sym2 V)}
    (hA : A ⊆ monoEdges G σ) :
    weight G p σ * bondProb G p σ A = p ^ A.card * (1 - p) ^ (G.edgeFinset \ A).card := by
  have hM : monoEdges G σ ⊆ G.edgeFinset := Finset.filter_subset _ _
  have h1 := Finset.card_sdiff_add_card_eq_card hM
  have h2 := Finset.card_sdiff_add_card_eq_card hA
  have h3 := Finset.card_sdiff_add_card_eq_card (hA.trans hM)
  have h : (G.edgeFinset \ A).card
      = (G.edgeFinset \ monoEdges G σ).card + (monoEdges G σ \ A).card := by omega
  rw [weight, bondProb, h, pow_add]
  ring

/-- **Detailed balance** of the Swendsen-Wang kernel with respect to the Potts weight. -/
theorem detailed_balance (p : ℝ) (σ τ : V → C) :
    weight G p σ * swKernel G p σ τ = weight G p τ * swKernel G p τ σ := by
  -- the flow is a sum over bond sets that are monochromatic in both configurations
  have flow : ∀ σ τ : V → C, weight G p σ * swKernel G p σ τ =
      ∑ A ∈ (monoEdges G σ ∩ monoEdges G τ).powerset,
        p ^ A.card * (1 - p) ^ (G.edgeFinset \ A).card *
          (1 / (Fintype.card C : ℝ) ^ Nat.card (Clusters A)) := by
    intro σ τ
    have hM : monoEdges G σ ⊆ G.edgeFinset := Finset.filter_subset _ _
    rw [swKernel, Finset.mul_sum]
    symm
    refine Finset.sum_subset_zero_on_sdiff
      (Finset.powerset_mono.mpr Finset.inter_subset_left) ?_ ?_
    · intro A hA
      simp only [Finset.mem_sdiff, Finset.mem_powerset, Finset.subset_inter_iff] at hA
      have hτ : ¬ A ⊆ monoEdges G τ := fun h => hA.2 ⟨hA.1, h⟩
      rw [recolourProb_eq G (hA.1.trans hM) τ, if_neg hτ, mul_zero, mul_zero]
    · intro A hA
      simp only [Finset.mem_powerset, Finset.subset_inter_iff] at hA
      rw [recolourProb_eq G (hA.1.trans hM) τ, if_pos hA.2, ← mul_assoc,
        weight_mul_bondProb G p hA.1]
  rw [flow σ τ, flow τ σ, Finset.inter_comm]

/-- With at least one colour, the transition probabilities out of any configuration add up
to one. -/
theorem sum_swKernel [Nonempty C] (p : ℝ) (σ : V → C) : ∑ τ, swKernel G p σ τ = 1 := by
  have hbond := Finset.prod_add (fun _ => p) (fun _ => 1 - p) (monoEdges G σ)
  simp only [Finset.prod_const, add_sub_cancel, one_pow] at hbond
  unfold swKernel
  rw [Finset.sum_comm]
  simp only [← Finset.mul_sum, sum_recolourProb, mul_one]
  exact hbond.symm

/-- For `0 ≤ p < 1` and at least one colour, every configuration can be reached from every other
in a single step. -/
theorem swKernel_pos [Nonempty C] {p : ℝ} (h0 : 0 ≤ p) (h1 : p < 1) (σ τ : V → C) :
    0 < swKernel G p σ τ := by
  have hp : 0 < 1 - p := sub_pos.mpr h1
  have hq : (0 : ℝ) < Fintype.card C := Nat.cast_pos.mpr Fintype.card_pos
  refine Finset.sum_pos' (fun A _ => ?_) ⟨∅, Finset.empty_mem_powerset _, ?_⟩
  · unfold bondProb recolourProb
    positivity
  · -- all bonds may be deleted, and then every site is recoloured freely
    rw [recolourProb_eq G (Finset.empty_subset _) τ, if_pos (Finset.empty_subset _), bondProb,
      Finset.card_empty, pow_zero, one_mul]
    positivity

/-- For `0 ≤ p < 1` and at least one colour, the vectors left unchanged by the Swendsen-Wang
dynamics are exactly the multiples of the Potts weight. -/
theorem stationary_iff [Nonempty C] {p : ℝ} (h0 : 0 ≤ p) (h1 : p < 1) (μ : (V → C) → ℝ) :
    (∀ τ, ∑ σ, μ σ * swKernel G p σ τ = μ τ) ↔ ∃ c : ℝ, ∀ σ, μ σ = c * weight G p σ := by
  have hw : ∀ σ : V → C, 0 < weight G p σ := fun σ => pow_pos (sub_pos.mpr h1) _
  constructor
  · intro hstat
    obtain ⟨f, hf⟩ : ∃ f : (V → C) → ℝ, ∀ σ, μ σ = f σ * weight G p σ :=
      ⟨fun σ => μ σ / weight G p σ, fun σ => (div_mul_cancel₀ _ (hw σ).ne').symm⟩
    -- maximum principle for the density `f` relative to the Potts weight
    obtain ⟨m, hm⟩ := Finite.exists_max f
    have e : ∀ σ, weight G p m * swKernel G p m σ * (f m - f σ)
        = f m * weight G p m * swKernel G p m σ - μ σ * swKernel G p σ m := by
      intro σ
      rw [hf σ]
      linear_combination (-(f σ)) * detailed_balance G p m σ
    have hzero : ∑ σ, weight G p m * swKernel G p m σ * (f m - f σ) = 0 := by
      rw [Finset.sum_congr rfl (fun σ _ => e σ), Finset.sum_sub_distrib, ← Finset.mul_sum,
        sum_swKernel, hstat m, hf m]
      ring
    have hpos : ∀ σ, 0 < weight G p m * swKernel G p m σ :=
      fun σ => mul_pos (hw m) (swKernel_pos G h0 h1 m σ)
    refine ⟨f m, fun σ => ?_⟩
    have hσ := (Finset.sum_eq_zero_iff_of_nonneg
      (fun σ _ => mul_nonneg (hpos σ).le (sub_nonneg.mpr (hm σ)))).mp hzero σ (Finset.mem_univ σ)
    have hfσ := (mul_eq_zero.mp hσ).resolve_left (hpos σ).ne'
    rw [hf σ, sub_eq_zero.mp hfσ]
  · rintro ⟨c, hc⟩ τ
    have e : ∀ σ, μ σ * swKernel G p σ τ = c * weight G p τ * swKernel G p τ σ := by
      intro σ
      rw [hc σ]
      linear_combination c * detailed_balance G p σ τ
    rw [Finset.sum_congr rfl (fun σ _ => e σ), ← Finset.mul_sum, sum_swKernel, mul_one, hc τ]

end

end SwendsenWang
```

```lean
#print axioms SwendsenWang.detailed_balance
#print axioms SwendsenWang.stationary_iff
```

```
'SwendsenWang.detailed_balance' depends on axioms: [propext, Classical.choice, Quot.sound]
'SwendsenWang.stationary_iff' depends on axioms: [propext, Classical.choice, Quot.sound]
```

## The kernel and the statements about it

The sites form a finite type `V`, the colours (the Potts spin values) a finite type `C`, and a configuration is a map `σ : V → C`. The number of colours, usually called q, appears as `Fintype.card C`. The interactions are the edges of the simple graph `G`, so no site is joined to itself and no pair is joined twice. A periodic square lattice of side 3 or more fits this description; at side 2 the doubled bonds do not.

Write E for the edge set and M(σ) for `monoEdges G σ`, the edges whose two ends have the same colour in σ. In Lean an edge is an unordered pair in `Sym2 V`, and `(e.map σ).IsDiag` says that its pair of colours is a repeated one. The weight is

w(σ) = (1 − p)^|E ∖ M(σ)|.

The bond step keeps a set A ⊆ M(σ) with probability

B(σ, A) = p^|A| (1 − p)^|M(σ) ∖ A|.

The clusters of A are the connected components of the graph on all sites with edge set A, so a site without a kept bond is a cluster by itself. A map `κ` from clusters to colours gives the configuration `paint A κ`, and R(A, τ), which is `recolourProb A τ`, is the fraction of such maps that paint τ. The transition probability from σ to τ is

P(σ, τ) = Σ_A B(σ, A) R(A, τ), summed over A ⊆ M(σ).

The theorem `detailed_balance` states w(σ) P(σ, τ) = w(τ) P(τ, σ) for every real p. With at least one colour, `sum_swKernel` says that each row of P sums to one. If also 0 ≤ p < 1, `swKernel_pos` says that every entry is positive, and `stationary_iff` says that a real vector μ satisfies μP = μ exactly when it is a multiple of w. No sign or normalisation of μ is assumed. The stationary probability distribution is therefore w/Z, with Z = Σ_σ w(σ).

## Temperature and the bond probability

The Potts energy without a field is −J times the number of equally coloured edges, with J > 0 for a ferromagnet. At inverse temperature β its Boltzmann factor is

exp(βJ |M(σ)|) = exp(βJ |E|) · exp(−βJ |E ∖ M(σ)|).

The first factor is the same for all configurations. The second is w(σ) if

p = 1 − exp(−βJ).

This identification is the step from the Lean model to a magnet at a given temperature; in the file p is just a real number. The range 0 ≤ p < 1 then means a non-negative coupling at non-zero temperature. An antiferromagnetic coupling would give p < 0. The balance identity still holds there, but the bond "probabilities" can be negative and define no random process.

For a finite Potts ferromagnet with a single coupling and no field, the result says that a Swendsen-Wang simulation has the Boltzmann distribution as its only stationary distribution. It gives no rate of approach to equilibrium and no autocorrelation time.

In a program, one update runs through the edges. Where the two end colours agree, it draws a uniform number r in [0, 1) and keeps the bond if r < p; at βJ = 1 this means p ≈ 0.632. A union-find structure merges the sites joined by kept bonds, one colour is drawn for each cluster, single sites included, and every site takes the colour of its cluster. The weight w is never evaluated, and no move is rejected.

## Why the flow is symmetric

**Recolouring.** Let A ⊆ E. If τ is painted from the clusters of A, the ends of each edge in A lie in one cluster and share a colour, so A ⊆ M(τ). Conversely, if A ⊆ M(τ), the colour is constant along every path of kept bonds, hence on each cluster, and τ can be painted. This is `exists_paint_iff`; the second direction is an induction on walks. Every cluster contains a site, so τ fixes the cluster colouring completely. With k(A) clusters there are q^k(A) colourings, and exactly one of them paints τ:

R(A, τ) = q^(−k(A)) if A ⊆ M(τ), and 0 otherwise.

This is `recolourProb_eq`, where `hinj` supplies the uniqueness.

**Weight times bond probability.** For A ⊆ M(σ), the edges outside A are either unequal in σ or equal and deleted:

|E ∖ A| = |E ∖ M(σ)| + |M(σ) ∖ A|.

Multiplying the powers of 1 − p gives

w(σ) B(σ, A) = p^|A| (1 − p)^|E ∖ A|,

in which σ no longer appears. In `weight_mul_bondProb`, `omega` derives the count from three cardinality identities.

The exponent in B is easily miscounted. It contains only the deleted monochromatic edges, because edges with unequal ends are never candidates for a bond. With |E ∖ A| in its place, the weight would already be included in B, and the row of σ would sum to w(σ) instead of one.

**The flow.** Combining the two results,

w(σ) P(σ, τ) = Σ_A p^|A| (1 − p)^|E ∖ A| q^(−k(A)), summed over A ⊆ M(σ) ∩ M(τ).

The sets A ⊆ M(σ) that are not contained in M(τ) have dropped out because R(A, τ) = 0. The right-hand side is unchanged when σ and τ are exchanged, which is detailed balance. The Lean proof establishes this formula as `flow`, uses it in both directions, and finishes with the commutativity of the intersection.

## Why no other distribution is stationary

**Normalisation.** Each cluster colouring paints exactly one configuration, so Σ_τ R(A, τ) = 1; `sum_recolourProb` counts the colourings according to what they paint. The binomial expansion over subsets gives

Σ_A B(σ, A) = (p + (1 − p))^|M(σ)| = 1.

Exchanging the sums over τ and A yields Σ_τ P(σ, τ) = 1, as in `sum_swKernel`.

**Positivity.** For 0 ≤ p < 1 all terms of P(σ, τ) are non-negative. The term A = ∅ deletes every bond and recolours each site separately. It equals (1 − p)^|M(σ)| q^(−|V|), which is positive, and `swKernel_pos` singles it out. At p = 1 this positivity fails as soon as there are an edge and two colours, since a uniformly coloured configuration cannot then reach one in which the ends of that edge differ.

**Multiples of w are stationary.** By detailed balance and normalisation,

Σ_σ c w(σ) P(σ, τ) = c w(τ) Σ_σ P(τ, σ) = c w(τ).

**Nothing else is.** Let μP = μ. Since w > 0, write μ(σ) = f(σ) w(σ), and let m be a configuration at which f is largest. Stationarity at m and detailed balance give

f(m) w(m) = Σ_σ f(σ) w(σ) P(σ, m) = Σ_σ f(σ) w(m) P(m, σ).

Because the row of m sums to one, the left-hand side is also Σ_σ f(m) w(m) P(m, σ). Subtracting,

Σ_σ w(m) P(m, σ) (f(m) − f(σ)) = 0.

No term is negative, so each one vanishes. The factors w(m) P(m, σ) are positive, hence f(σ) = f(m) for every σ, and μ = f(m) w. In `stationary_iff`, `e` rewrites the individual terms by detailed balance, `hzero` is the vanishing sum, and `hpos` allows the positive factor to be removed.
